# Two Ising qubits with $0<h<J$: one-site product-state sweeps from both-down stay $4h$ above the ground energy

Take two spins, both down, with a coupling $J$ that favours alignment and a field $h$ that favours up. Flipping one spin breaks the bond, which costs $2J$, and gains $2h$ from the field. If $h<J$, the flip raises the energy. Flipping both leaves the bond intact and gains $4h$, but a method that changes one site at a time never tries both flips in one step.

## The energies by hand

The Hamiltonian is $H=-JZ_1Z_2-h(Z_1+Z_2)$, where $Z$ is $+1$ on up (index 0) and $-1$ on down (index 1). It is diagonal, so a normalised state with amplitudes $\psi_{ij}$ and weights $w_{ij}=|\psi_{ij}|^2$ has energy

$$E=(-J-2h)w_{00}+J(w_{01}+w_{10})+(-J+2h)w_{11}.$$

**Ground energy.** Inserting $w_{00}=1-w_{01}-w_{10}-w_{11}$ gives

$$E=-J-2h+2(J+h)(w_{01}+w_{10})+4h\,w_{11}.$$

For $J,h\ge 0$ the added terms are nonnegative, so both-up attains the minimum $-J-2h$, even with entangled states admitted. Both-down has energy $-J+2h$, which is $4h$ higher.

**One site changed.** Keep one spin down and give the other a unit vector $a=(a_0,a_1)$. Then

$$E=J|a_0|^2+(-J+2h)|a_1|^2=-J+2h+2(J-h)|a_0|^2.$$

No choice of $a$ lowers the energy if $h\le J$; if $h>J$, the flipped spin does. For $h<J$ a minimiser must have $a_0=0$, so it is down up to a phase. The next update meets the same situation, and by induction the sweep never leaves.

**Numbers.** For $J=1$, $h=\tfrac12$ the energies are $-2$ for both-up, $1$ for one spin flipped and $0$ for both-down. The trial vector $a=(0.6,\,0.8)$ beside a down spin gives $0.36$, still above $0$.

**In a calculation.** A one-site DMRG step diagonalises an effective Hamiltonian for one site. Here, at bond dimension one and with the neighbour down, it is the $2\times2$ matrix $\mathrm{diag}(J,\,-J+2h)$. Its lowest eigenvector is down, and the sweep reports a converged energy $-J+2h$. A two-site step that fully diagonalises $H$ would find both-up. A Lanczos iteration started from both-down alone would not, because both-down is itself an eigenvector of $H$; the starting vector needs some both-up component.

For this two-site, diagonal model with $0<h<J$ at bond dimension one, a stationary sweep energy thus does not prove that the ground state has been found. Long chains and larger bond dimensions are not treated here.

## Hamiltonian, states and updates in Lean

```lean
import Mathlib

open Matrix
open scoped Kronecker

namespace OneSiteSweepTrap

noncomputable section
```

The Hamiltonian is a complex matrix indexed by pairs of site indices, built from Kronecker products.

```lean
/-- The Pauli matrix Z, with eigenvalue +1 on up and -1 on down. -/
def Z : Matrix (Fin 2) (Fin 2) ℂ := !![1, 0; 0, -1]

/-- The two-qubit Ising Hamiltonian `-J Z₁Z₂ - h (Z₁ + Z₂)`. -/
def hamiltonian (J h : ℝ) : Matrix (Fin 2 × Fin 2) (Fin 2 × Fin 2) ℂ :=
  -((J : ℂ) • (Z ⊗ₖ Z)) - (h : ℂ) • (Z ⊗ₖ 1 + 1 ⊗ₖ Z)
```

The energy is the real part of $\langle\psi|H|\psi\rangle$, which loses nothing because $H$ is Hermitian. `Complex.normSq` is the squared modulus.

```lean
/-- The energy expectation value `⟨ψ|H|ψ⟩` of a two-qubit state vector. -/
def energy (J h : ℝ) (ψ : Fin 2 × Fin 2 → ℂ) : ℝ :=
  (star ψ ⬝ᵥ (hamiltonian J h *ᵥ ψ)).re

/-- A state vector is normalised: its weights add up to one. -/
def IsUnitVec {ι : Type} [Fintype ι] (ψ : ι → ℂ) : Prop :=
  ∑ i, Complex.normSq (ψ i) = 1
```

At bond dimension one, a matrix product state has amplitudes $a_ib_j$.

```lean
/-- The product state of two site vectors, a matrix product state of bond dimension one. -/
def product (a b : Fin 2 → ℂ) : Fin 2 × Fin 2 → ℂ := fun p => a p.1 * b p.2

/-- The spin-up site vector. -/
def up : Fin 2 → ℂ := ![1, 0]

/-- The spin-down site vector. -/
def down : Fin 2 → ℂ := ![0, 1]
```

The set `energies` ranges over all normalised states, not only products.

```lean
/-- The energies of all normalised two-qubit states, entangled ones included. -/
def energies (J h : ℝ) : Set ℝ := {E | ∃ ψ, IsUnitVec ψ ∧ energy J h ψ = E}
```

`OneSiteMinimal` compares a product state with every unit replacement of either site, superpositions included.

```lean
/-- No unit change of either single site lowers the energy of the product state. -/
def OneSiteMinimal (J h : ℝ) (a b : Fin 2 → ℂ) : Prop :=
  (∀ a', IsUnitVec a' → energy J h (product a b) ≤ energy J h (product a' b)) ∧
  (∀ b', IsUnitVec b' → energy J h (product a b) ≤ energy J h (product a b'))
```

`SiteUpdate` idealises the local eigensolver: it returns an exact minimiser, and any minimiser is allowed.

```lean
/-- One exact sweep step from `s` to `t`: one site is replaced by a unit vector of
least energy while the other site is held fixed. -/
def SiteUpdate (J h : ℝ) (s t : (Fin 2 → ℂ) × (Fin 2 → ℂ)) : Prop :=
  (t.2 = s.2 ∧ IsUnitVec t.1 ∧
    ∀ a, IsUnitVec a → energy J h (product t.1 s.2) ≤ energy J h (product a s.2)) ∨
  (t.1 = s.1 ∧ IsUnitVec t.2 ∧
    ∀ b, IsUnitVec b → energy J h (product s.1 t.2) ≤ energy J h (product s.1 b))
```

## The energy in terms of weights

```lean
/-- The up and down vectors have all their weight on one basis state. -/
lemma spin_weights : Complex.normSq (up 0) = 1 ∧ Complex.normSq (up 1) = 0 ∧
    Complex.normSq (down 0) = 0 ∧ Complex.normSq (down 1) = 1 := by
  simp [up, down]
```

Expanding the matrix product entry by entry gives the first displayed formula.

```lean
/-- The energy is the sum of the four classical Ising energies, each multiplied by the weight of its
basis state; for a normalised state this is their average. -/
theorem energy_eq (J h : ℝ) (ψ : Fin 2 × Fin 2 → ℂ) :
    energy J h ψ = (-J - 2 * h) * Complex.normSq (ψ (0, 0))
      + J * Complex.normSq (ψ (0, 1)) + J * Complex.normSq (ψ (1, 0))
      + (-J + 2 * h) * Complex.normSq (ψ (1, 1)) := by
  simp [energy, hamiltonian, Z, Matrix.mulVec, dotProduct, Fintype.sum_prod_type,
    Fin.sum_univ_two, Matrix.one_apply, Complex.normSq_apply]
  ring
```

For products, the formula factors into the sums and differences of the site weights.

```lean
/-- The energy of a product state in terms of the weights of its two site vectors. -/
theorem energy_product (J h : ℝ) (a b : Fin 2 → ℂ) :
    energy J h (product a b) =
      -J * (Complex.normSq (a 0) - Complex.normSq (a 1))
          * (Complex.normSq (b 0) - Complex.normSq (b 1))
      - h * ((Complex.normSq (a 0) - Complex.normSq (a 1))
          * (Complex.normSq (b 0) + Complex.normSq (b 1))
        + (Complex.normSq (a 0) + Complex.normSq (a 1))
          * (Complex.normSq (b 0) - Complex.normSq (b 1))) := by
  rw [energy_eq]
  simp only [product, Complex.normSq_mul]
  ring
```

The exchange symmetry lets one argument serve both sites.

```lean
/-- Exchanging the two sites of a product state leaves its energy unchanged. -/
lemma energy_swap (J h : ℝ) (a b : Fin 2 → ℂ) :
    energy J h (product a b) = energy J h (product b a) := by
  simp only [energy_product]
  ring
```

## Ground state and one-site minimum

`IsLeast` says that the both-up energy is attained and is a lower bound. The proof eliminates $w_{00}$ as above, and `nlinarith` receives the nonnegative products.

```lean
/-- For nonnegative coupling and field, the both-up state attains the least energy
among all normalised two-qubit states. -/
theorem ground_state (J h : ℝ) (hJ : 0 ≤ J) (hh : 0 ≤ h) :
    IsLeast (energies J h) (energy J h (product up up)) := by
  obtain ⟨u0, u1, -, -⟩ := spin_weights
  refine ⟨⟨product up up, ?_, rfl⟩, ?_⟩
  · simp [IsUnitVec, product, up, Fintype.sum_prod_type, Fin.sum_univ_two]
  · rintro _ ⟨ψ, hψ, rfl⟩
    simp only [IsUnitVec, Fintype.sum_prod_type, Fin.sum_univ_two] at hψ
    -- eliminate the both-up weight by normalisation
    have key : Complex.normSq (ψ (0, 0)) = 1 - Complex.normSq (ψ (0, 1))
        - Complex.normSq (ψ (1, 0)) - Complex.normSq (ψ (1, 1)) := by linarith
    rw [energy_eq J h ψ, key]
    simp only [energy_product, u0, u1]
    have n1 := Complex.normSq_nonneg (ψ (0, 1))
    have n2 := Complex.normSq_nonneg (ψ (1, 0))
    have n3 := Complex.normSq_nonneg (ψ (1, 1))
    nlinarith [mul_nonneg hJ n1, mul_nonneg hJ n2, mul_nonneg hh n1,
      mul_nonneg hh n2, mul_nonneg hh n3]
```

In the equivalence, the flipped spin gives $h\le J$; conversely, the term $2(J-h)|a_0|^2$ is nonnegative.

```lean
/-- The both-down state is minimal under all unit changes of either single site
exactly when the field does not exceed the coupling. -/
theorem down_down_minimal_iff (J h : ℝ) : OneSiteMinimal J h down down ↔ h ≤ J := by
  obtain ⟨u0, u1, d0, d1⟩ := spin_weights
  constructor
  · intro hm
    -- the flipped spin is the test state
    have hup := hm.1 up (by simp [IsUnitVec, up, Fin.sum_univ_two])
    simp only [energy_product, u0, u1, d0, d1] at hup
    linarith
  · intro hJ
    have main : ∀ a, IsUnitVec a →
        energy J h (product down down) ≤ energy J h (product a down) := by
      intro a ha
      simp only [IsUnitVec, Fin.sum_univ_two] at ha
      have e1 : Complex.normSq (a 1) = 1 - Complex.normSq (a 0) := by linarith
      simp only [energy_product, d0, d1, e1]
      nlinarith [mul_nonneg (sub_nonneg.2 hJ) (Complex.normSq_nonneg (a 0))]
    exact ⟨main, fun b hb => (main b hb).trans_eq (energy_swap J h b down)⟩
```

The next theorem joins both facts with the gap.

```lean
/-- For `0 < h ≤ J` the both-down state is minimal under unit changes of either single
site, yet its energy lies above the ground energy, by exactly `4h`. -/
theorem one_site_trap (J h : ℝ) (hh : 0 < h) (hJ : h ≤ J) :
    OneSiteMinimal J h down down ∧
    IsLeast (energies J h) (energy J h (product up up)) ∧
    energy J h (product up up) < energy J h (product down down) ∧
    energy J h (product down down) - energy J h (product up up) = 4 * h := by
  obtain ⟨u0, u1, d0, d1⟩ := spin_weights
  have gap : energy J h (product down down) - energy J h (product up up) = 4 * h := by
    simp only [energy_product, u0, u1, d0, d1]
    ring
  exact ⟨(down_down_minimal_iff J h).2 hJ, ground_state J h (hh.le.trans hJ) hh.le,
    by linarith, gap⟩
```

## The sweep that never leaves

Beside a down neighbour, an up component would cost a strictly positive energy, so `by_contra` excludes it.

```lean
/-- For `h < J` and a neighbour that is down, a unit site vector with energy no higher
than that of the down vector has all its weight on down. -/
lemma update_stays_down (J h : ℝ) (hJ : h < J) (a b : Fin 2 → ℂ)
    (b0 : Complex.normSq (b 0) = 0) (b1 : Complex.normSq (b 1) = 1) (ha : IsUnitVec a)
    (hm : energy J h (product a b) ≤ energy J h (product down b)) :
    Complex.normSq (a 0) = 0 ∧ Complex.normSq (a 1) = 1 := by
  obtain ⟨-, -, d0, d1⟩ := spin_weights
  simp only [IsUnitVec, Fin.sum_univ_two] at ha
  have e1 : Complex.normSq (a 1) = 1 - Complex.normSq (a 0) := by linarith
  simp only [energy_product, b0, b1, d0, d1, e1] at hm
  -- an up component would cost the energy 2 (J - h) |a₀|²
  have z : Complex.normSq (a 0) = 0 := by
    refine le_antisymm ?_ (Complex.normSq_nonneg _)
    by_contra hc
    nlinarith [mul_pos (sub_pos.2 hJ) (not_le.1 hc)]
  exact ⟨z, by linarith⟩
```

The sequence `s` lists the pairs of site vectors, updated in any order. Induction carries the four site weights along, with `energy_swap` handling the second site. Since updates return unit vectors, full weight on `(1, 1)` means both-down up to a phase. The theorem needs only $h<J$; the state is a wrong one when also $h>0$. Under $h\le J$ alone it would fail: at $h=J$ every unit vector is a minimiser beside a down spin, and an update may pick up.

```lean
/-- For `h < J`, exact one-site updates in any order, started from both-down, always keep
the full weight on the both-down basis state and never change the energy. -/
theorem sweep_stuck (J h : ℝ) (hJ : h < J) (s : ℕ → (Fin 2 → ℂ) × (Fin 2 → ℂ))
    (h0 : s 0 = (down, down)) (hs : ∀ k, SiteUpdate J h (s k) (s (k + 1))) (k : ℕ) :
    Complex.normSq (product (s k).1 (s k).2 (1, 1)) = 1 ∧
    energy J h (product (s k).1 (s k).2) = energy J h (product down down) := by
  obtain ⟨-, -, d0, d1⟩ := spin_weights
  have hd : IsUnitVec down := by simp [IsUnitVec, down, Fin.sum_univ_two]
  -- both sites remain down, up to a phase
  have inv : Complex.normSq ((s k).1 0) = 0 ∧ Complex.normSq ((s k).1 1) = 1 ∧
      Complex.normSq ((s k).2 0) = 0 ∧ Complex.normSq ((s k).2 1) = 1 := by
    induction k with
    | zero =>
      rw [h0]
      exact ⟨d0, d1, d0, d1⟩
    | succ k ih =>
      obtain ⟨a0, a1, b0, b1⟩ := ih
      rcases hs k with ⟨e, hu, hm⟩ | ⟨e, hu, hm⟩
      · obtain ⟨z0, z1⟩ := update_stays_down J h hJ _ _ b0 b1 hu (hm down hd)
        rw [e]
        exact ⟨z0, z1, b0, b1⟩
      · have hm' := hm down hd
        rw [energy_swap J h (s k).1 (s (k + 1)).2, energy_swap J h (s k).1 down] at hm'
        obtain ⟨z0, z1⟩ := update_stays_down J h hJ _ _ a0 a1 hu hm'
        rw [e]
        exact ⟨a0, a1, z0, z1⟩
  obtain ⟨a0, a1, b0, b1⟩ := inv
  constructor
  · simp only [product, Complex.normSq_mul, a1, b1, mul_one]
  · simp only [energy_product, a0, a1, b0, b1, d0, d1]

end

end OneSiteSweepTrap
```

```lean
#print axioms OneSiteSweepTrap.one_site_trap
#print axioms OneSiteSweepTrap.sweep_stuck
```

```
'OneSiteSweepTrap.one_site_trap' depends on axioms: [propext, Classical.choice, Quot.sound]
'OneSiteSweepTrap.sweep_stuck' depends on axioms: [propext, Classical.choice, Quot.sound]
```
